# No finite real combination of Coulomb Hessians is positive definite

Without a rule against it, one could search indefinitely for positions and strengths of fixed point charges that hold a test charge by a linear restoring force in every direction. No finite arrangement does so through Coulomb forces alone.

Let the test charge \(q\) sit at distance \(d_j>0\) from the fixed charge \(Q_j\), along the unit vector \(n_j\in\mathbb R^3\), and let \(k\) be the Coulomb constant. The second derivatives of its energy form the matrix

\[
H=\sum_j c_j\,(3n_jn_j^T-I),\qquad c_j=\frac{kqQ_j}{d_j^3}.
\]

For any real \(c_j\), \(H\) is symmetric and traceless. It is positive semidefinite exactly when \(H=0\), and it is never positive definite.

## From the potential to a traceless matrix

Move from \(r\neq0\) along \(v\), and write \(s(t)=|r+tv|\). Since \(s^2=r\cdot r+2t\,r\cdot v+t^2\,v\cdot v\), we have \(s'(0)=(r\cdot v)/|r|\). The potential \(1/s\) therefore has the derivative \(-s'(0)/|r|^2=-(r\cdot v)/|r|^3\). Differentiating this slope once more along \(v\) gives

\[
-\frac{v\cdot v}{|r|^3}+\frac{3(r\cdot v)^2}{|r|^5}
=\frac{3(n\cdot v)^2-v\cdot v}{d^3}
=\frac{v^T(3nn^T-I)v}{d^3}
\quad\text{at } r=dn.
\]

Each matrix \(3nn^T-I\) is symmetric, with trace \(3\,n\cdot n-3=0\). Weighted sums keep both properties.

## Zero trace leaves only zero or a saddle

Let \(A\) be real, symmetric and traceless, with \(x^TAx\ge0\) for all \(x\), and let \(e_i\) be the coordinate unit vectors. Then \(A_{ii}=e_i^TAe_i\ge0\). These entries sum to zero, so each vanishes. For \(i\ne j\),

\[
(e_i\pm e_j)^TA(e_i\pm e_j)=\pm2A_{ij}\ge0,
\]

so \(A_{ij}=0\), and \(A=0\).

Hence a positive semidefinite \(H\) is zero, and the zero matrix is positive semidefinite but not positive definite. If \(H\ne0\), the argument for \(H\) gives a direction of negative curvature, and the argument for \(-H\) gives one of positive curvature.

Unit length matters: nonzero vectors of a common length do not suffice, even with positive weights. Taking \(n_j=\sqrt2\,e_j\) and \(c_j=1\) along the three axes gives \(6I-3I=3I\).

The same argument applies to the Hessian of any smooth potential obeying Laplace's equation, such as that of a charge cloud in the empty space outside it.

## Potential and Hessian in Lean

```lean
import Mathlib

open Matrix

namespace EarnshawAlgebra

noncomputable section
```

Vectors are functions `Fin 3 → ℝ`, with coordinates numbered 0, 1, 2. The Euclidean length is written out through the dot product `⬝ᵥ`.

```lean
/-- The Euclidean length of a displacement `r` in three-dimensional space. -/
def separation (r : Fin 3 → ℝ) : ℝ := √(r ⬝ᵥ r)

/-- The Coulomb potential `1/|r|` of a unit charge, for `r ≠ 0`. -/
def potential (r : Fin 3 → ℝ) : ℝ := 1 / separation r
```

Here `slope` means the directional derivative, not a gradient vector.

```lean
/-- The expression `-(r · v)/|r|³`, for `r ≠ 0`. -/
def slope (r v : Fin 3 → ℝ) : ℝ := -(r ⬝ᵥ v) / separation r ^ 3
```

The matrix `coulombHessian` omits the factor \(1/d^3\), which the weights absorb. Neither it nor `netHessian` requires unit vectors; the theorems add that condition where it is needed.

```lean
/-- The dimensionless Coulomb Hessian `3 n nᵀ - I` for the direction `n`. -/
def coulombHessian (n : Fin 3 → ℝ) : Matrix (Fin 3) (Fin 3) ℝ :=
  (3 : ℝ) • vecMulVec n n - 1

/-- The sum of Coulomb Hessians with directions `n j` and real weights `c j`. -/
def netHessian {ι : Type*} [Fintype ι] (c : ι → ℝ) (n : ι → Fin 3 → ℝ) :
    Matrix (Fin 3) (Fin 3) ℝ :=
  ∑ j, c j • coulombHessian (n j)
```

## Differentiating along a line

`HasDerivAt f a 0` says that `f` has derivative `a` at \(t=0\). The first proof expands the squared distance as a quadratic in \(t\), then differentiates its square root.

```lean
/-- Away from the origin, the distance changes along `v` at the rate `(r · v)/|r|`. -/
theorem hasDerivAt_separation {r : Fin 3 → ℝ} (hr : r ≠ 0) (v : Fin 3 → ℝ) :
    HasDerivAt (fun t : ℝ => separation (r + t • v)) ((r ⬝ᵥ v) / separation r) 0 := by
  -- the squared distance is a quadratic polynomial in t
  have hq : HasDerivAt (fun t : ℝ => (r + t • v) ⬝ᵥ (r + t • v)) (2 * (r ⬝ᵥ v)) 0 := by
    have e : (fun t : ℝ => (r + t • v) ⬝ᵥ (r + t • v)) =
        fun t => r ⬝ᵥ r + t * (2 * (r ⬝ᵥ v)) + t ^ 2 * (v ⬝ᵥ v) := by
      funext t
      simp only [add_dotProduct, dotProduct_add, smul_dotProduct, dotProduct_smul,
        smul_eq_mul, dotProduct_comm v r]
      ring
    rw [e]
    have h1 := (((hasDerivAt_id' (0 : ℝ)).mul_const (2 * (r ⬝ᵥ v))).const_add
      (r ⬝ᵥ r)).fun_add (((hasDerivAt_id' (0 : ℝ)).fun_pow 2).mul_const (v ⬝ᵥ v))
    refine h1.congr_deriv ?_
    simp
  have h := hq.sqrt (by simpa [dotProduct_self_eq_zero] using hr)
  refine h.congr_deriv ?_
  simp only [zero_smul, add_zero, separation]
  exact mul_div_mul_left _ _ two_ne_zero
```

The quotient rule gives the slope, once the distance is known to be nonzero.

```lean
/-- Away from the origin, the derivative of the Coulomb potential along `v` is
`-(r · v)/|r|³`. -/
theorem hasDerivAt_potential {r : Fin 3 → ℝ} (hr : r ≠ 0) (v : Fin 3 → ℝ) :
    HasDerivAt (fun t : ℝ => potential (r + t • v)) (slope r v) 0 := by
  have hne : separation r ≠ 0 := by
    intro h
    have h0 : 0 ≤ r ⬝ᵥ r := Finset.sum_nonneg fun i _ => mul_self_nonneg (r i)
    exact hr (dotProduct_self_eq_zero.mp ((Real.sqrt_eq_zero h0).mp h))
  have h := (hasDerivAt_const (0 : ℝ) (1 : ℝ)).fun_div (hasDerivAt_separation hr v)
    (by simpa using hne)
  refine h.congr_deriv ?_
  simp only [zero_smul, add_zero, zero_mul, zero_sub, one_mul, slope]
  field_simp

/-- The curvature of `3 n nᵀ - I` along `v` is `3 (n · v)² - v · v`. -/
theorem coulombHessian_form (n v : Fin 3 → ℝ) :
    v ⬝ᵥ coulombHessian n *ᵥ v = 3 * (n ⬝ᵥ v) ^ 2 - v ⬝ᵥ v := by
  simp [coulombHessian, Matrix.mulVec, dotProduct, Fin.sum_univ_three,
    vecMulVec_apply, Matrix.one_apply]
  ring
```

The next proof establishes \(|dn|=d\), applies the quotient rule to `slope`, and matches the result to the quadratic form. For small \(t\) the displaced point stays away from the origin, so this is the second derivative of the potential.

```lean
/-- At distance `d > 0` in the unit direction `n`, the derivative along `v` of the expression
`slope` is the quadratic form of `3 n nᵀ - I` at `v`, divided by `d³`. -/
theorem hasDerivAt_slope {n : Fin 3 → ℝ} (hn : n ⬝ᵥ n = 1) {d : ℝ} (hd : 0 < d)
    (v : Fin 3 → ℝ) :
    HasDerivAt (fun t : ℝ => slope (d • n + t • v) v)
      ((v ⬝ᵥ coulombHessian n *ᵥ v) / d ^ 3) 0 := by
  have hD : separation (d • n) = d := by
    have h2 : (d • n) ⬝ᵥ (d • n) = d ^ 2 := by
      simp only [smul_dotProduct, dotProduct_smul, hn, smul_eq_mul]
      ring
    rw [separation, h2, Real.sqrt_sq hd.le]
  have hr : d • n ≠ 0 := by
    intro h
    rw [h] at hD
    simp [separation] at hD
    linarith
  have hnum : HasDerivAt (fun t : ℝ => -((d • n + t • v) ⬝ᵥ v)) (-(v ⬝ᵥ v)) 0 := by
    simp only [add_dotProduct, smul_dotProduct, smul_eq_mul]
    have h1 := (((hasDerivAt_id' (0 : ℝ)).mul_const (v ⬝ᵥ v)).const_add
      (d * (n ⬝ᵥ v))).fun_neg
    exact h1.congr_deriv (by ring)
  -- quotient rule for the slope
  have h := hnum.fun_div ((hasDerivAt_separation hr v).fun_pow 3)
    (by simpa [hD] using hd.ne')
  refine h.congr_deriv ?_
  rw [coulombHessian_form]
  simp only [zero_smul, add_zero, hD, smul_dotProduct, smul_eq_mul, Nat.cast_ofNat,
    Nat.reduceSub]
  field_simp
  ring
```

These derivatives concern one unit charge. Adding the energies of several charges, with the \(c_j\) given above, is the physical step that links `netHessian` to the test charge.

## Symmetry, trace and sign

The index type `ι` labels the charges and is finite, possibly empty. Symmetry holds for any vectors; zero trace uses `hn`, the unit-length condition.

```lean
/-- Every real combination of Coulomb Hessians is symmetric. -/
theorem netHessian_transpose {ι : Type*} [Fintype ι] (c : ι → ℝ) (n : ι → Fin 3 → ℝ) :
    (netHessian c n)ᵀ = netHessian c n := by
  have h1 : ∀ m : Fin 3 → ℝ, (coulombHessian m)ᵀ = coulombHessian m := by
    intro m
    ext i j
    fin_cases i <;> fin_cases j <;>
      simp [coulombHessian, vecMulVec_apply, mul_comm]
  simp only [netHessian, Matrix.transpose_sum, Matrix.transpose_smul, h1]

/-- For unit directions, every real combination of Coulomb Hessians is traceless. -/
theorem netHessian_trace {ι : Type*} [Fintype ι] (c : ι → ℝ) {n : ι → Fin 3 → ℝ}
    (hn : ∀ j, n j ⬝ᵥ n j = 1) : (netHessian c n).trace = 0 := by
  rw [netHessian, Matrix.trace_sum]
  refine Finset.sum_eq_zero fun j _ => ?_
  have h := hn j
  simp only [dotProduct, Fin.sum_univ_three] at h
  have h1 : (coulombHessian (n j)).trace = 0 := by
    simp only [coulombHessian, Matrix.trace, Matrix.diag_apply, Fin.sum_univ_three,
      Matrix.sub_apply, Matrix.smul_apply, vecMulVec_apply, Matrix.one_apply_eq, smul_eq_mul]
    linarith
  rw [Matrix.trace_smul, h1, smul_zero]
```

The next lemma holds for square matrices of any finite size. In its proof `hz` is the vanishing diagonal, while `hp` and `hm` are the tests on \(e_i+e_j\) and \(e_i-e_j\).

```lean
/-- A real symmetric traceless matrix with no direction of negative curvature is zero. -/
theorem eq_zero_of_traceless {m : Type*} [Fintype m] [DecidableEq m] {A : Matrix m m ℝ}
    (hs : Aᵀ = A) (ht : A.trace = 0) (h : ∀ x, 0 ≤ x ⬝ᵥ A *ᵥ x) : A = 0 := by
  have hdiag : ∀ i, 0 ≤ A i i := fun i => by simpa using h (Pi.single i 1)
  -- nonnegative diagonal entries with zero sum all vanish
  have hz : ∀ i, A i i = 0 := fun i =>
    (Finset.sum_eq_zero_iff_of_nonneg (fun k _ => hdiag k)).mp ht i (Finset.mem_univ i)
  ext i j
  have hij : A j i = A i j := congrFun (congrFun hs i) j
  -- the two diagonal directions bound the off-diagonal entry from both sides
  have hp := h (Pi.single i 1 + Pi.single j 1)
  have hm := h (Pi.single i 1 - Pi.single j 1)
  simp [Matrix.mulVec_add, add_dotProduct, dotProduct_add, hz, hij] at hp
  simp [Matrix.mulVec_sub, sub_dotProduct, dotProduct_sub, hz, hij] at hm
  rw [Matrix.zero_apply]
  linarith
```

`PosSemidef` and `PosDef` include symmetry for real matrices. The implication `key` applies the lemma to \(H\); positive definiteness then fails on \(e_0\).

```lean
/-- For unit directions, a real combination of Coulomb Hessians is symmetric and traceless, is
positive semidefinite exactly when it is zero, and is never positive definite. -/
theorem earnshaw {ι : Type*} [Fintype ι] (c : ι → ℝ) {n : ι → Fin 3 → ℝ}
    (hn : ∀ j, n j ⬝ᵥ n j = 1) :
    (netHessian c n)ᵀ = netHessian c n ∧ (netHessian c n).trace = 0 ∧
      ((netHessian c n).PosSemidef ↔ netHessian c n = 0) ∧ ¬ (netHessian c n).PosDef := by
  have key : (netHessian c n).PosSemidef → netHessian c n = 0 := fun h =>
    eq_zero_of_traceless (netHessian_transpose c n) (netHessian_trace c hn)
      fun x => by simpa only [star_trivial] using h.dotProduct_mulVec_nonneg x
  refine ⟨netHessian_transpose c n, netHessian_trace c hn, ⟨key, fun h => ?_⟩, fun h => ?_⟩
  · rw [h]
    exact Matrix.PosSemidef.zero
  · have hx : (Pi.single 0 1 : Fin 3 → ℝ) ≠ 0 := fun h0 => by
      simpa using congrFun h0 0
    have hp := h.dotProduct_mulVec_pos hx
    rw [key h.posSemidef] at hp
    simp at hp
```

Each half of the saddle statement is proved by contradiction: if the required direction were missing, \(H\) would be zero, contrary to the hypothesis `h0`.

```lean
/-- For unit directions, a nonzero combination of Coulomb Hessians has both a direction of
negative curvature and a direction of positive curvature. -/
theorem saddle {ι : Type*} [Fintype ι] (c : ι → ℝ) {n : ι → Fin 3 → ℝ}
    (hn : ∀ j, n j ⬝ᵥ n j = 1) (h0 : netHessian c n ≠ 0) :
    (∃ u, u ⬝ᵥ netHessian c n *ᵥ u < 0) ∧ ∃ v, 0 < v ⬝ᵥ netHessian c n *ᵥ v := by
  have hs := netHessian_transpose c n
  have ht := netHessian_trace c hn
  constructor
  · by_contra hc
    push Not at hc
    exact h0 (eq_zero_of_traceless hs ht hc)
  · by_contra hc
    push Not at hc
    -- the reversed Hessian is also symmetric and traceless
    refine h0 (neg_eq_zero.mp (eq_zero_of_traceless ?_ ?_ fun x => ?_))
    · rw [Matrix.transpose_neg, hs]
    · rw [Matrix.trace_neg, ht, neg_zero]
    · rw [Matrix.neg_mulVec, dotProduct_neg]
      linarith [hc x]
```

The zero case occurs with nonzero weights: along the three axes, \(3I-3I=0\).

```lean
/-- Coulomb Hessians of equal unit weight along the three Cartesian axes sum to zero. -/
theorem cubic_cancellation :
    netHessian (fun _ : Fin 3 => 1) (fun j => Pi.single j 1) = 0 := by
  ext i j
  -- take matrix entries before collecting the three terms
  simp only [netHessian, coulombHessian, Fin.sum_univ_three, one_smul, Matrix.add_apply,
    Matrix.sub_apply, Matrix.smul_apply, vecMulVec_apply, Matrix.one_apply,
    Pi.single_apply, smul_eq_mul, Matrix.zero_apply]
  fin_cases i <;> fin_cases j <;> simp <;> norm_num

end

end EarnshawAlgebra
```

```lean
#print axioms EarnshawAlgebra.hasDerivAt_slope
#print axioms EarnshawAlgebra.earnshaw
#print axioms EarnshawAlgebra.saddle
#print axioms EarnshawAlgebra.cubic_cancellation
```

```
'EarnshawAlgebra.hasDerivAt_slope' depends on axioms: [propext, Classical.choice, Quot.sound]
'EarnshawAlgebra.earnshaw' depends on axioms: [propext, Classical.choice, Quot.sound]
'EarnshawAlgebra.saddle' depends on axioms: [propext, Classical.choice, Quot.sound]
'EarnshawAlgebra.cubic_cancellation' depends on axioms: [propext, Classical.choice, Quot.sound]
```

At an equilibrium, where the net force vanishes, second order does not decide stability if \(H=0\). Earnshaw's theorem for the full potential excludes a strict local minimum there too, by the mean-value property of harmonic functions, which is not formalised here.

In a simulation of a finite cluster of classical point ions, \(H\) is the Coulomb part of the force-constant block for moving one ion with the others clamped. If that block is positive definite, other forces, such as short-range repulsion, must contribute to it.
